# The matrix element of $x^k$ between oscillator levels $n$ and $m$ is nonzero exactly when $m = n + k - 2j$ with $0 \le j \le k$

Which levels of a harmonic oscillator does a single factor of $x$ connect? Take units in which $\hbar$, the mass and the frequency are 1, so that $H = (p^2+x^2)/2$ has levels $|n\rangle$ with energies $E_n = n + \tfrac12$. Write
$$x = \tfrac12(x+ip) + \tfrac12(x-ip).$$
The first operator obeys $[H, x+ip] = -(x+ip)$. Between $\langle m|$ and $|n\rangle$ this reads
$$(E_m - E_n)\,\langle m|x+ip|n\rangle = -\langle m|x+ip|n\rangle,$$
so either the matrix element vanishes or $E_m - E_n = -1$. The second operator gives $+1$ in the same way. Hence $x$ connects only neighbouring levels. In $x^k$ each factor makes this choice once, and $j$ lowerings with $k-j$ raisings change the energy by $k-2j$.

## Ladder operators from the commutator

The argument needs only algebra, so $x$ and $p$ are first taken as elements of an arbitrary complex algebra `A`.

```lean
import Mathlib

open Polynomial

namespace OscillatorSelectionRules

noncomputable section

variable {A : Type*} [Ring A] [Algebra ℂ A]
```

The Hamiltonian is a definition.

```lean
/-- The oscillator Hamiltonian `H = (p² + x²)/2` in natural units. -/
def ham (x p : A) : A := (1 / 2 : ℂ) • (p ^ 2 + x ^ 2)
```

The lowering operator is $x+ip$, which is $\sqrt2$ times the textbook annihilation operator.

```lean
/-- The unnormalised lowering operator `x + i p`. -/
def lower (x p : A) : A := x + Complex.I • p
```

The raising operator is $x-ip$, with the same factor relative to the creation operator.

```lean
/-- The unnormalised raising operator `x - i p`. -/
def raise (x p : A) : A := x - Complex.I • p
```

The hypothesis `h` is the canonical commutation relation $xp-px=i$. It gives
$$[H,x] = \tfrac12[p^2,x] = \tfrac12\big(p(-i)+(-i)p\big) = -ip,\qquad [H,p] = \tfrac12[x^2,p] = ix.$$
Therefore
$$[H,x\pm ip] = -ip \pm i(ix) = \mp(x\pm ip).$$
In the proof, `hx` and `hp` are the two Heisenberg commutators, and the last two blocks combine them.

```lean
/-- If `xp - px = i`, the commutator with `H` multiplies the lowering operator by `-1`
and the raising operator by `+1`. -/
theorem ladder (x p : A) (h : x * p - p * x = Complex.I • (1 : A)) :
    ham x p * lower x p - lower x p * ham x p = (-1 : ℂ) • lower x p ∧
    ham x p * raise x p - raise x p * ham x p = (1 : ℂ) • raise x p := by
  -- Heisenberg equations for position and momentum
  have hx : ham x p * x - x * ham x p = -(Complex.I • p) := by
    have e : p ^ 2 * x - x * p ^ 2 = -(p * (x * p - p * x) + (x * p - p * x) * p) := by
      noncomm_ring
    rw [h] at e
    calc ham x p * x - x * ham x p = (1 / 2 : ℂ) • (p ^ 2 * x - x * p ^ 2) := by
          simp only [ham, smul_mul_assoc, mul_smul_comm, ← smul_sub]
          congr 1
          noncomm_ring
      _ = -(Complex.I • p) := by
          rw [e]
          simp only [mul_smul_comm, smul_mul_assoc, mul_one, one_mul]
          module
  have hp : ham x p * p - p * ham x p = Complex.I • x := by
    have e : x ^ 2 * p - p * x ^ 2 = x * (x * p - p * x) + (x * p - p * x) * x := by
      noncomm_ring
    rw [h] at e
    calc ham x p * p - p * ham x p = (1 / 2 : ℂ) • (x ^ 2 * p - p * x ^ 2) := by
          simp only [ham, smul_mul_assoc, mul_smul_comm, ← smul_sub]
          congr 1
          noncomm_ring
      _ = Complex.I • x := by
          rw [e]
          simp only [mul_smul_comm, smul_mul_assoc, mul_one, one_mul]
          module
  constructor
  · have e : ham x p * lower x p - lower x p * ham x p
        = (ham x p * x - x * ham x p) + Complex.I • (ham x p * p - p * ham x p) := by
      simp only [lower, mul_add, add_mul, mul_smul_comm, smul_mul_assoc, smul_sub]
      abel
    rw [e, hx, hp, smul_smul, Complex.I_mul_I, lower]
    module
  · have e : ham x p * raise x p - raise x p * ham x p
        = (ham x p * x - x * ham x p) - Complex.I • (ham x p * p - p * ham x p) := by
      simp only [raise, mul_sub, sub_mul, mul_smul_comm, smul_mul_assoc, smul_sub]
      abel
    rw [e, hx, hp, smul_smul, Complex.I_mul_I, raise]
    module
```

## Energy shifts add along a product

Say that $B$ shifts the energy by $\mu$ if $[H,B]=\mu B$. If $T$ shifts it by $\nu$, then
$$[H,BT] = [H,B]\,T + B\,[H,T] = (\mu+\nu)BT.$$

```lean
/-- Energy shifts add: if `B` shifts the energy by `μ` and `T` by `ν`, then `BT` shifts it
by `μ + ν`. -/
theorem shift_mul {H B T : A} {μ ν : ℂ} (hB : H * B - B * H = μ • B)
    (hT : H * T - T * H = ν • T) : H * (B * T) - B * T * H = (μ + ν) • (B * T) := by
  have e : H * (B * T) - B * T * H = (H * B - B * H) * T + B * (H * T - T * H) := by
    noncomm_ring
  rw [e, hB, hT, smul_mul_assoc, mul_smul_comm, add_smul]
```

Now let $w$ be a linear functional on the algebra with $w(HT)=a\,w(T)$ and $w(TH)=b\,w(T)$ for every $T$. These hypotheses stand for $w(T)=\langle m|T|n\rangle$, with $a=E_m$ on the left and $b=E_n$ on the right. The numbers $a$ and $b$ may be any complex numbers; no quantisation is assumed.

Consider $w(BF_1\cdots F_k)\neq0$, where $B$ shifts the energy by $\mu$ and each factor is $F=u_1x+u_2p$ with complex $u_1,u_2$. In Lean the pairs $(u_1,u_2)$ form the list `L`, whose length is $k$.

For $k=0$, applying $w$ to $[H,B]=\mu B$ gives $(a-b)\,w(B)=\mu\,w(B)$, hence $a-b=\mu$. For $k\ge1$, split the first factor:
$$u_1x+u_2p = \frac{u_1-iu_2}{2}(x+ip)+\frac{u_1+iu_2}{2}(x-ip).$$
At least one of the two resulting terms has nonzero $w$. Absorb its ladder operator into $B$, which now shifts by $\mu\mp1$, and apply the claim for $k-1$ factors with some $j'\le k-1$:

- lowering: $a-b=(\mu-1)+(k-1)-2j'=\mu+k-2(j'+1)$;
- raising: $a-b=(\mu+1)+(k-1)-2j'=\mu+k-2j'$.

So $j$ counts lowerings. The induction generalises over `B` and `μ` because both change at each step, and `by_cases` asks whether the lowering term vanishes.

```lean
/-- Let `xp - px = i`, let `w` have left energy `a` and right energy `b`, and let `B` shift the
energy by `μ`. If `w` is nonzero on `B` times a product of `k` linear combinations of `x` and `p`,
then `a - b = μ + k - 2j` for some natural `j ≤ k`. -/
theorem selection_rule_product (x p : A) (h : x * p - p * x = Complex.I • (1 : A))
    (w : A →ₗ[ℂ] ℂ) (a b : ℂ) (ha : ∀ T, w (ham x p * T) = a * w T)
    (hb : ∀ T, w (T * ham x p) = b * w T) (L : List (ℂ × ℂ)) (B : A) (μ : ℂ)
    (hB : ham x p * B - B * ham x p = μ • B)
    (hne : w (B * (L.map fun u => u.1 • x + u.2 • p).prod) ≠ 0) :
    ∃ j : ℕ, j ≤ L.length ∧ a - b = μ + L.length - 2 * j := by
  induction L generalizing B μ with
  | nil =>
    simp only [List.map_nil, List.prod_nil, mul_one] at hne
    have e : (a - b) * w B = μ * w B := by
      have e' := congrArg w hB
      rw [map_sub, map_smul, ha, hb, smul_eq_mul] at e'
      linear_combination e'
    have e2 := mul_right_cancel₀ hne e
    exact ⟨0, Nat.zero_le _, by simp [e2]⟩
  | cons u L ih =>
    simp only [List.map_cons, List.prod_cons] at hne
    -- split the first factor into its lowering and raising parts
    have split : ∀ P : A, B * ((u.1 • x + u.2 • p) * P)
        = ((u.1 - Complex.I * u.2) / 2) • (B * lower x p * P)
          + ((u.1 + Complex.I * u.2) / 2) • (B * raise x p * P) := by
      intro P
      have e : u.1 • x + u.2 • p = ((u.1 - Complex.I * u.2) / 2) • lower x p
          + ((u.1 + Complex.I * u.2) / 2) • raise x p := by
        have hI : u.2 • p = (-(Complex.I * Complex.I) * u.2) • p := by simp
        rw [hI, lower, raise]
        module
      rw [e]
      simp only [add_mul, mul_add, smul_mul_assoc, mul_smul_comm, mul_assoc]
    rw [split, map_add, map_smul, map_smul] at hne
    obtain ⟨hl, hr⟩ := ladder x p h
    by_cases hc : w (B * lower x p * (L.map fun u => u.1 • x + u.2 • p).prod) = 0
    · have hd : w (B * raise x p * (L.map fun u => u.1 • x + u.2 • p).prod) ≠ 0 := by
        intro hd
        apply hne
        rw [hc, hd]
        simp
      obtain ⟨j, hj, e⟩ := ih _ _ (shift_mul hB hr) hd
      refine ⟨j, by simp only [List.length_cons]; omega, ?_⟩
      rw [e, List.length_cons]
      push_cast
      ring
    · obtain ⟨j, hj, e⟩ := ih _ _ (shift_mul hB hl) hc
      refine ⟨j + 1, by simp only [List.length_cons]; omega, ?_⟩
      rw [e, List.length_cons]
      push_cast
      ring
```

For $x^k$, take $B=1$, $\mu=0$ and $k$ copies of the pair $(1,0)$.

```lean
/-- Oscillator selection rule: let `xp - px = i` and let `w` have left energy `a` and right
energy `b`. If `w(x^k)` is nonzero, then `a - b = k - 2j` for some natural `j ≤ k`. -/
theorem selection_rule (x p : A) (h : x * p - p * x = Complex.I • (1 : A))
    (w : A →ₗ[ℂ] ℂ) (a b : ℂ) (ha : ∀ T, w (ham x p * T) = a * w T)
    (hb : ∀ T, w (T * ham x p) = b * w T) (k : ℕ) (hne : w (x ^ k) ≠ 0) :
    ∃ j : ℕ, j ≤ k ∧ a - b = k - 2 * j := by
  have e := selection_rule_product x p h w a b ha hb (List.replicate k (1, 0)) 1 0
    (by simp) (by simpa using hne)
  simpa using e
```

This is a necessary condition only: the zero functional satisfies the hypotheses and never gives a nonzero value. The converse requires actual levels.

## The levels as powers of a polynomial variable

Let the monomial $X^n$ represent the $n$-th level without normalisation. The variable $X$ is not the position $x$; multiplying by it raises the level.

```lean
/-- Multiplication by `X` on complex polynomials. -/
def up : Module.End ℂ ℂ[X] := LinearMap.mulLeft ℂ X
```

Differentiation $D=d/dX$ lowers the level.

```lean
/-- Differentiation on complex polynomials. -/
def down : Module.End ℂ ℂ[X] := derivative
```

Position is $x=X/2+D$, so that $xX^n=\tfrac12X^{n+1}+nX^{n-1}$, with the last term absent for $n=0$.

```lean
/-- Position on polynomials, `x = X/2 + d/dX`. -/
def posOp : Module.End ℂ ℂ[X] := (1 / 2 : ℂ) • up + down
```

Momentum is $p=i(X/2-D)$. Then $x-ip=X$ and $x+ip=2D$.

```lean
/-- Momentum on polynomials, `p = i (X/2 - d/dX)`. -/
def momOp : Module.End ℂ ℂ[X] := Complex.I • ((1 / 2 : ℂ) • up - down)
```

The functional `elem m n` takes the coefficient of $X^m$ in $TX^n$. With normalised states,
$$\langle m|T|n\rangle = 2^{(m-n)/2}\sqrt{m!/n!}\;\,\texttt{elem m n T}.$$

For example, start from level 1 with $k=2$:
$$xX=\tfrac12X^2+1,\qquad x^2X=\tfrac14X^3+\tfrac32X.$$
Thus $\langle1|x^2|1\rangle=\tfrac32$ and $\langle3|x^2|1\rangle=2\sqrt6\cdot\tfrac14=\sqrt6/2$. The choice $j=2$ would lead to level $-1$, which does not exist.

```lean
/-- The matrix element of `T` from level `n` to level `m`, in the unnormalised basis `X^n`:
the coefficient of `X^m` in `T X^n`. -/
def elem (m n : ℕ) : Module.End ℂ ℂ[X] →ₗ[ℂ] ℂ where
  toFun T := (T (X ^ n)).coeff m
  map_add' S T := by simp
  map_smul' c T := by simp
```

The product rule gives $DX=XD+1$.

```lean
/-- Differentiation and multiplication by `X` obey `(d/dX) X = X (d/dX) + 1`. -/
theorem down_mul_up : down * up = up * down + 1 := by
  refine LinearMap.ext fun q => ?_
  simp only [Module.End.mul_apply, LinearMap.add_apply, Module.End.one_apply, up, down,
    LinearMap.mulLeft_apply, derivative_mul, derivative_X]
  ring
```

Consequently
$$H=\tfrac12\big[(X/2+D)^2-(X/2-D)^2\big]=\tfrac12(XD+DX)=XD+\tfrac12,$$
and $H$ multiplies the coefficient of $X^m$ by $m+\tfrac12$.

```lean
/-- The Hamiltonian on polynomials multiplies the coefficient of `X^m` by `m + 1/2`. -/
theorem ham_coeff (q : ℂ[X]) (m : ℕ) :
    (ham posOp momOp q).coeff m = (m + 1 / 2) * q.coeff m := by
  have hp : momOp * momOp
      = -(((1 / 2 : ℂ) • up - down) * ((1 / 2 : ℂ) • up - down)) := by
    rw [momOp, smul_mul_assoc, mul_smul_comm, smul_smul, Complex.I_mul_I, neg_one_smul]
  have e : ham posOp momOp = up * down + (1 / 2 : ℂ) • 1 := by
    rw [ham, pow_two, pow_two, hp]
    simp only [posOp, mul_add, add_mul, mul_sub, sub_mul, smul_mul_assoc, mul_smul_comm,
      down_mul_up]
    module
  rw [e]
  show (X * derivative q + (1 / 2 : ℂ) • q).coeff m = _
  rw [coeff_add, coeff_smul, smul_eq_mul]
  cases m with
  | zero => simp
  | succ m =>
    rw [coeff_X_mul, coeff_derivative]
    push_cast
    ring
```

Also $[x,p]=i[D,X]=i$. Reading off the coefficient of $X^m$ in $HTX^n$ gives the left energy $m+\tfrac12$, and $HX^n=(n+\tfrac12)X^n$ gives the right energy. All the hypotheses of the selection rule are therefore met.

```lean
/-- Position and momentum on polynomials satisfy `xp - px = i`, and the matrix element from
level `n` to level `m` has left energy `m + 1/2` and right energy `n + 1/2`. -/
theorem selection_rule_witness (m n : ℕ) :
    posOp * momOp - momOp * posOp = Complex.I • (1 : Module.End ℂ ℂ[X]) ∧
    (∀ T, elem m n (ham posOp momOp * T) = (m + 1 / 2) * elem m n T) ∧
    (∀ T, elem m n (T * ham posOp momOp) = (n + 1 / 2) * elem m n T) := by
  refine ⟨?_, fun T => ham_coeff (T (X ^ n)) m, fun T => ?_⟩
  · simp only [posOp, momOp, mul_add, add_mul, mul_sub, sub_mul, smul_mul_assoc,
      mul_smul_comm, down_mul_up]
    module
  · have e : ham posOp momOp (X ^ n) = ((n : ℂ) + 1 / 2) • (X ^ n : ℂ[X]) := by
      ext i
      rw [ham_coeff, coeff_smul, smul_eq_mul, coeff_X_pow]
      split_ifs with hi
      · rw [hi]
      · simp
    show (T (ham posOp momOp (X ^ n))).coeff m = (n + 1 / 2) * (T (X ^ n)).coeff m
    rw [e, map_smul, coeff_smul, smul_eq_mul]
```

## No cancellation between paths

Let $c_k(m)$ be the coefficient of $X^m$ in $x^kX^n$. Then $c_0(m)$ is 1 for $m=n$ and 0 otherwise, and one more factor of $x$ gives
$$c_{k+1}(0)=c_k(1),\qquad c_{k+1}(m+1)=\tfrac12c_k(m)+(m+2)\,c_k(m+2).$$
All coefficients are nonnegative, so contributions from different paths cannot cancel.

For positivity at level $m+1$, suppose $m+1+2j=n+k+1$ with $j\le k+1$. If $j\le k$, the first term is positive by induction. If $j=k+1$, then $(m+2)+2k=n+k$ and the second term is positive. At level 0, $2j=n+k+1$ forces $j\ge1$, and $j-1$ serves for $c_k(1)$.

```lean
/-- Every matrix element of `x^k` from level `n` to level `m` is real and nonnegative, and it is
positive if `m + 2j = n + k` for some natural `j ≤ k`. -/
theorem elem_pow_nonneg (n k : ℕ) : ∀ m : ℕ, ∃ r : ℝ, 0 ≤ r ∧
    elem m n (posOp ^ k) = (r : ℂ) ∧ ((∃ j ≤ k, m + 2 * j = n + k) → 0 < r) := by
  induction k with
  | zero =>
    intro m
    have e : elem m n (posOp ^ 0) = if m = n then 1 else 0 := by
      rw [pow_zero]
      exact coeff_X_pow n m
    by_cases hm : m = n
    · exact ⟨1, zero_le_one, by rw [e, if_pos hm]; simp, fun _ => one_pos⟩
    · refine ⟨0, le_rfl, by rw [e, if_neg hm]; simp, ?_⟩
      rintro ⟨j, hj, hjm⟩
      omega
  | succ k ih =>
    intro m
    cases m with
    | zero =>
      -- the lowest level is reached only from the first excited one
      obtain ⟨r, h0, hr, hpos⟩ := ih 1
      refine ⟨r, h0, ?_, ?_⟩
      · rw [← hr, pow_succ']
        show ((1 / 2 : ℂ) • (X * (posOp ^ k) (X ^ n))
          + derivative ((posOp ^ k) (X ^ n))).coeff 0 = ((posOp ^ k) (X ^ n)).coeff 1
        simp [coeff_derivative]
      · rintro ⟨j, hj, e⟩
        exact hpos ⟨j - 1, by omega, by omega⟩
    | succ m =>
      -- any other level is reached from both of its neighbours
      obtain ⟨r, h0, hr, hpos⟩ := ih m
      obtain ⟨s, g0, hs, gpos⟩ := ih (m + 2)
      refine ⟨r / 2 + s * (m + 2), by positivity, ?_, ?_⟩
      · push_cast
        rw [← hr, ← hs, pow_succ']
        show ((1 / 2 : ℂ) • (X * (posOp ^ k) (X ^ n))
          + derivative ((posOp ^ k) (X ^ n))).coeff (m + 1)
          = ((posOp ^ k) (X ^ n)).coeff m / 2 + ((posOp ^ k) (X ^ n)).coeff (m + 2) * (m + 2)
        rw [coeff_add, coeff_smul, smul_eq_mul, coeff_X_mul, coeff_derivative]
        push_cast
        ring
      · rintro ⟨j, hj, e⟩
        by_cases hjk : j ≤ k
        · have hr0 := hpos ⟨j, hjk, by omega⟩
          positivity
        · have hs0 := gpos ⟨k, le_rfl, by omega⟩
          positivity
```

The forward direction now inserts $a-b=m-n$ into the selection rule and returns from complex to natural numbers; the reverse direction is the positivity just shown.

```lean
/-- The matrix element of `x^k` from oscillator level `n` to level `m` is nonzero exactly when
`m + 2j = n + k` for some natural `j ≤ k`. -/
theorem elem_pow_ne_zero_iff (m n k : ℕ) :
    elem m n (posOp ^ k) ≠ 0 ↔ ∃ j ≤ k, m + 2 * j = n + k := by
  constructor
  · intro hne
    obtain ⟨h, ha, hb⟩ := selection_rule_witness m n
    obtain ⟨j, hj, e⟩ := selection_rule posOp momOp h (elem m n) _ _ ha hb k hne
    refine ⟨j, hj, ?_⟩
    have e' : ((m + 2 * j : ℕ) : ℂ) = ((n + k : ℕ) : ℂ) := by
      push_cast
      linear_combination e
    exact_mod_cast e'
  · intro hj
    obtain ⟨r, _, hr, hpos⟩ := elem_pow_nonneg n k m
    rw [hr]
    exact_mod_cast (hpos hj).ne'

end

end OscillatorSelectionRules
```

```lean
#print axioms OscillatorSelectionRules.elem_pow_ne_zero_iff
-- 'OscillatorSelectionRules.elem_pow_ne_zero_iff' depends on axioms: [propext, Classical.choice, Quot.sound]
```

## From polynomials to a vibrating molecule

The step left to ordinary quantum mechanics is the identification of $X^n$ with the $n$-th square-integrable eigenfunction, on which products of the unbounded operators $x$ and $p$ are well defined.

For a single harmonic mode, the rule says which entries of a cubic or quartic anharmonic term are nonzero in the oscillator basis: $x^3$ changes the level by $\pm1$ or $\pm3$, and $x^4$ by $0$, $\pm2$ or $\pm4$, wherever the target level exists.
